# Equation of motion for a number-conserving quadratic fermion Hamiltonian: one Green's matrix for all eigenstates

The definition of the one-particle Green's matrix of M fermionic modes contains resolvents on a Fock space of dimension 2^M. For twenty modes that is already about a million. The definition also refers to a particular many-body eigenstate, and does not show whether another eigenstate would give a different answer. The parts below derive the equation of motion and use it to settle both points for Hamiltonians whose commutator with each annihilation operator is again a linear combination of annihilation operators.

## Operators, state and Green's function

States are vectors with finitely many complex components, indexed by `n`, and operators are square matrices. The modes are labelled by a finite type `ι`, with an annihilation matrix c_i for each. The adjoint X† is written `Xᴴ` in Lean.

```lean
import Mathlib

open Matrix
open scoped ComplexOrder

namespace GreensEquationOfMotion

noncomputable section

variable {n ι : Type*} [Fintype n] [DecidableEq n] [Fintype ι] [DecidableEq ι]
```

For a vector ψ write ⟨X⟩ = ⟨ψ, Xψ⟩. This is `expect`. For a unit vector ψ it is the expectation value of X; for other vectors there is no division by ⟨ψ, ψ⟩.

```lean
/-- The number `⟨ψ, X ψ⟩`, as a linear functional of the operator `X`. For a unit vector `ψ` it is
the expectation value of `X`. -/
def expect (ψ : n → ℂ) : Matrix n n ℂ →ₗ[ℂ] ℂ where
  toFun X := star ψ ⬝ᵥ (X *ᵥ ψ)
  map_add' X Y := by simp [Matrix.add_mulVec, dotProduct_add]
  map_smul' a X := by simp [Matrix.smul_mulVec, dotProduct_smul]
```

Let H be the Hamiltonian, E0 a real energy and z a complex frequency, with ħ = 1. Set

R = (z + E0 − H)⁻¹,  S = (z − E0 + H)⁻¹.

The Green's function of two operators A and B is

C(A,B) = ⟨A R B⟩ + ⟨B S A⟩.

Lean calls it `correlator`. For A = c_i and B = c_j† the first term adds a particle and the second removes one. Both terms carry the same z, so when ψ is a unit eigenvector of H with energy E0, Im z > 0 corresponds to the retarded function.

```lean
/-- The fermionic Green's function of two operators,
`⟨ψ, A (z + E0 - H)⁻¹ B ψ⟩ + ⟨ψ, B (z - E0 + H)⁻¹ A ψ⟩`,
for `z` such that both matrices to be inverted are nonsingular. -/
def correlator (H : Matrix n n ℂ) (E0 : ℝ) (ψ : n → ℂ) (z : ℂ) (A B : Matrix n n ℂ) : ℂ :=
  expect ψ (A * ((z + E0) • (1 : Matrix n n ℂ) - H)⁻¹ * B) +
    expect ψ (B * ((z - E0) • (1 : Matrix n n ℂ) + H)⁻¹ * A)
```

The Green's matrix has entries G_ij = C(c_i, c_j†).

```lean
/-- The one-particle Green's matrix `G i j`, the Green's function of `c i` and `(c j)†`,
for `z` such that `z + E0 - H` and `z - E0 + H` are nonsingular. -/
def greensMatrix (c : ι → Matrix n n ℂ) (H : Matrix n n ℂ) (E0 : ℝ) (ψ : n → ℂ) (z : ℂ) :
    Matrix ι ι ℂ :=
  Matrix.of fun i j => correlator H E0 ψ z (c i) (c j)ᴴ
```

## (a) Inverting w − H away from the real axis

**Task.** Let H be Hermitian and Im w ≠ 0. Show that

det(w − H) ≠ 0.

**Solution.** If the determinant vanished, there would be a vector v ≠ 0 with Hv = wv. Letting H act to the right, and then to the left, gives

⟨v, Hv⟩ = w ⟨v, v⟩,
⟨v, Hv⟩ = w* ⟨v, v⟩.

Since ⟨v, v⟩ ≠ 0, w = w*, which contradicts Im w ≠ 0.

With w = z + E0 this makes R a true inverse. For S, write z − E0 + H = (z − E0) − (−H) and use that −H is Hermitian too. In Lean, `h1` and `h2` are the two evaluations, and `IsUnit` of the determinant says that it is nonzero.

```lean
/-- For Hermitian `H` and a complex number `w` off the real axis, `w - H` is nonsingular. -/
theorem resolvent_exists {H : Matrix n n ℂ} (hH : H.IsHermitian) {w : ℂ} (hw : w.im ≠ 0) :
    IsUnit (w • (1 : Matrix n n ℂ) - H).det := by
  rw [isUnit_iff_ne_zero]
  intro hdet
  obtain ⟨v, hv, hv0⟩ := Matrix.exists_mulVec_eq_zero_iff.mpr hdet
  have hHv : H *ᵥ v = w • v := by
    rw [Matrix.sub_mulVec, Matrix.smul_mulVec, Matrix.one_mulVec] at hv0
    exact (sub_eq_zero.mp hv0).symm
  -- evaluate ⟨v, H v⟩ with H acting to the right and to the left
  have h1 : star v ⬝ᵥ (H *ᵥ v) = w * (star v ⬝ᵥ v) := by
    rw [hHv, dotProduct_smul, smul_eq_mul]
  have h2 : star v ⬝ᵥ (H *ᵥ v) = star w * (star v ⬝ᵥ v) := by
    have hb := congrArg star hHv
    rw [Matrix.star_mulVec, hH.eq, star_smul] at hb
    rw [Matrix.dotProduct_mulVec, hb, smul_dotProduct, smul_eq_mul]
  have hs : star v ⬝ᵥ v ≠ 0 := fun h => hv (dotProduct_star_self_eq_zero.mp h)
  have hww : w = star w := mul_right_cancel₀ hs (h1.symm.trans h2)
  have him := congrArg Complex.im hww
  simp only [Complex.star_def, Complex.conj_im] at him
  exact hw (by linarith)
```

## (b) H at the end of an operator product

**Task.** Let H be Hermitian and Hψ = E0 ψ. Show for every operator X that

⟨H X⟩ = E0 ⟨X⟩ and ⟨X H⟩ = E0 ⟨X⟩.

**Solution.** On the right, H acts directly on ψ:

⟨ψ, XHψ⟩ = E0 ⟨ψ, Xψ⟩.

On the left, Hermiticity moves H to the bra, and E0 is real:

⟨ψ, HXψ⟩ = ⟨Hψ, Xψ⟩ = E0 ⟨ψ, Xψ⟩.

The Lean proof obtains the bra equation `hb` by conjugating the eigenvalue equation. Normalisation is not used.

```lean
omit [DecidableEq n] in
/-- In an eigenstate of a Hermitian `H` with energy `E0`, a factor `H` at the left or at the
right end of an operator product contributes the factor `E0` to the expectation value. -/
theorem expect_hamiltonian {H : Matrix n n ℂ} (hH : H.IsHermitian) {E0 : ℝ} {ψ : n → ℂ}
    (hψ : H *ᵥ ψ = (E0 : ℂ) • ψ) (X : Matrix n n ℂ) :
    expect ψ (H * X) = E0 * expect ψ X ∧ expect ψ (X * H) = E0 * expect ψ X := by
  constructor
  · have hb := congrArg star hψ
    rw [Matrix.star_mulVec, hH.eq, star_smul, Complex.star_def, Complex.conj_ofReal] at hb
    change star ψ ⬝ᵥ ((H * X) *ᵥ ψ) = E0 * (star ψ ⬝ᵥ (X *ᵥ ψ))
    rw [← Matrix.mulVec_mulVec, Matrix.dotProduct_mulVec, hb, smul_dotProduct, smul_eq_mul]
  · change star ψ ⬝ᵥ ((X * H) *ᵥ ψ) = E0 * (star ψ ⬝ᵥ (X *ᵥ ψ))
    rw [← Matrix.mulVec_mulVec, hψ, Matrix.mulVec_smul, dotProduct_smul, smul_eq_mul]
```

## (c) Equation of motion for two arbitrary operators

**Task.** Let H be Hermitian, Hψ = E0 ψ and Im z ≠ 0. With [A,H] = AH − HA, show that

z C(A,B) = ⟨AB + BA⟩ + C([A,H], B).

**Solution.** The definitions of the inverses, (z + E0 − H)R = 1 and S(z − E0 + H) = 1, give

H R = (z + E0) R − 1,
S H = 1 − (z − E0) S.

For the addition term, (b) turns the leftmost H into E0:

⟨[A,H] R B⟩ = ⟨A H R B⟩ − ⟨H A R B⟩
= (z + E0)⟨A R B⟩ − ⟨AB⟩ − E0 ⟨A R B⟩
= z ⟨A R B⟩ − ⟨AB⟩.

For the removal term, (b) does the same for the rightmost H:

⟨B S [A,H]⟩ = ⟨B S A H⟩ − ⟨B S H A⟩
= E0 ⟨B S A⟩ − ⟨BA⟩ + (z − E0)⟨B S A⟩
= z ⟨B S A⟩ − ⟨BA⟩.

Adding the two results and rearranging gives the claim. In Lean, `hHR` and `hSH` are the resolvent identities, and `e1` and `e2` are the two expansions before expectation values are taken. The last lines apply (b) and collect terms.

```lean
/-- Equation of motion for any two operators: for Hermitian `H`, an eigenvector `ψ` at `E0` and
`Im z ≠ 0`, `z` times the Green's function of `A` and `B` is `⟨ψ, (AB + BA) ψ⟩` plus the Green's
function of `AH - HA` and `B`. -/
theorem equation_of_motion {H : Matrix n n ℂ} (hH : H.IsHermitian) {E0 : ℝ} {ψ : n → ℂ}
    (hψ : H *ᵥ ψ = (E0 : ℂ) • ψ) {z : ℂ} (hz : z.im ≠ 0) (A B : Matrix n n ℂ) :
    z * correlator H E0 ψ z A B =
      expect ψ (A * B + B * A) + correlator H E0 ψ z (A * H - H * A) B := by
  have hR := Matrix.mul_nonsing_inv _ (resolvent_exists hH (w := z + E0) (by simpa using hz))
  have hS := Matrix.nonsing_inv_mul _
    (resolvent_exists hH.neg (w := z - E0) (by simpa using hz))
  rw [sub_neg_eq_add] at hS
  unfold correlator
  generalize ((z + E0) • (1 : Matrix n n ℂ) - H)⁻¹ = R at hR ⊢
  generalize ((z - E0) • (1 : Matrix n n ℂ) + H)⁻¹ = S at hS ⊢
  have hHR : H * R = (z + E0) • R - 1 := by
    rw [sub_mul, smul_mul_assoc, one_mul] at hR
    rw [← hR, sub_sub_cancel]
  have hSH : S * H = 1 - (z - E0) • S := by
    rw [mul_add, mul_smul_comm, mul_one] at hS
    rw [← hS, add_sub_cancel_left]
  -- the commutator next to each resolvent
  have e1 : (A * H - H * A) * R * B =
      (z + E0) • (A * R * B) - A * B - H * (A * R * B) := by
    calc _ = A * (H * R) * B - H * (A * R * B) := by noncomm_ring
      _ = _ := by
        rw [hHR]
        simp only [mul_sub, sub_mul, mul_smul_comm, smul_mul_assoc, mul_one]
  have e2 : B * S * (A * H - H * A) =
      B * S * A * H - (B * A - (z - E0) • (B * S * A)) := by
    calc _ = B * S * A * H - B * (S * H) * A := by noncomm_ring
      _ = _ := by
        rw [hSH]
        simp only [mul_sub, sub_mul, mul_smul_comm, smul_mul_assoc, mul_one]
  rw [e1, e2]
  simp only [map_sub, map_add, map_smul, smul_eq_mul, (expect_hamiltonian hH hψ _).1,
    (expect_hamiltonian hH hψ _).2]
  ring
```

## (d) The Green's matrix with a remainder

**Task.** Assume in addition that ψ is a unit vector and that

c_i c_j† + c_j† c_i = δ_ij.

Let h be any matrix on the modes, and let r_i = [c_i,H] − Σ_l h_il c_l. Show that

(z − h) G = 1 + F,  F_ij = C(r_i, c_j†).

**Solution.** Put A = c_i and B = c_j† in (c). The anticommutator has expectation value δ_ij ⟨ψ, ψ⟩ = δ_ij, so

z G_ij = δ_ij + C([c_i,H], c_j†).

Since C is linear in its first operator and [c_i,H] = Σ_l h_il c_l + r_i,

z G_ij = δ_ij + Σ_l h_il G_lj + F_ij.

Moving the sum to the left gives the matrix equation. With a two-body interaction, r_i contains products of three fermion operators, and F is then a higher Green's function that this equation does not determine. In Lean, `hexp` is the value of the anticommutator and `hlin` the linearity.

```lean
/-- Interacting case: for Hermitian `H`, a unit eigenvector `ψ` at `E0`, `Im z ≠ 0`,
`c i (c j)† + (c j)† c i = δ_ij` and any matrix `h`, `(z - h) G` is the identity plus the Green's
functions of the remainders `c i H - H c i - ∑ l, h i l c l` with `(c j)†`. -/
theorem interacting_equation {c : ι → Matrix n n ℂ} {H : Matrix n n ℂ} {E0 : ℝ} {ψ : n → ℂ}
    {z : ℂ} (hcar : ∀ i j, c i * (c j)ᴴ + (c j)ᴴ * c i = if i = j then 1 else 0)
    (hH : H.IsHermitian) (hψ : H *ᵥ ψ = (E0 : ℂ) • ψ) (hunit : star ψ ⬝ᵥ ψ = 1)
    (hz : z.im ≠ 0) (h : Matrix ι ι ℂ) :
    (z • (1 : Matrix ι ι ℂ) - h) * greensMatrix c H E0 ψ z =
      1 + Matrix.of fun i j =>
        correlator H E0 ψ z (c i * H - H * c i - ∑ l, h i l • c l) (c j)ᴴ := by
  ext i j
  have hexp : expect ψ (c i * (c j)ᴴ + (c j)ᴴ * c i) = (1 : Matrix ι ι ℂ) i j := by
    rw [hcar, Matrix.one_apply]
    split_ifs
    · change star ψ ⬝ᵥ ((1 : Matrix n n ℂ) *ᵥ ψ) = 1
      rw [Matrix.one_mulVec, hunit]
    · exact map_zero _
  -- the Green's function is linear in its first operator
  have hlin : ∀ X B : Matrix n n ℂ, correlator H E0 ψ z (X - ∑ l, h i l • c l) B =
      correlator H E0 ψ z X B - ∑ l, h i l * correlator H E0 ψ z (c l) B := by
    intro X B
    simp only [correlator, sub_mul, mul_sub, Finset.sum_mul, Finset.mul_sum, smul_mul_assoc,
      mul_smul_comm, map_sub, map_sum, map_smul, smul_eq_mul, mul_add, Finset.sum_add_distrib]
    ring
  rw [sub_mul, smul_mul_assoc, one_mul]
  simp only [Matrix.sub_apply, Matrix.smul_apply, Matrix.add_apply, Matrix.mul_apply,
    greensMatrix, Matrix.of_apply, smul_eq_mul]
  rw [hlin]
  linear_combination equation_of_motion hH hψ hz (c i) (c j)ᴴ + hexp
```

## (e) Closing the equation

**Task.** Keep the assumptions of (d) and let the commutator be linear:

[c_i,H] = Σ_l h_il c_l.

Show that

(z − h) G = 1 and G = (z − h)⁻¹.

**Solution.** Every r_i is zero, so F = 0 and (d) gives the first equation. For finite square matrices a right inverse is the inverse, which gives the second.

The right-hand side contains neither ψ nor E0, so every unit eigenvector gives the same G. The hypothesis `hcomm` rules out interactions between the modes and also pairing terms; (f) derives it for a class of Hamiltonians. Extended systems with infinitely many modes are not treated here.

```lean
/-- If `c i (c j)† + (c j)† c i = δ_ij`, `H` is Hermitian with `c i H - H c i = ∑ l, h i l c l`,
`ψ` is a unit eigenvector at `E0` and `Im z ≠ 0`, then `(z - h) G = 1`, and `G` is the
inverse matrix of `z - h`. -/
theorem greens_matrix_eq_resolvent {c : ι → Matrix n n ℂ} {H : Matrix n n ℂ} {E0 : ℝ}
    {ψ : n → ℂ} {z : ℂ} {h : Matrix ι ι ℂ}
    (hcar : ∀ i j, c i * (c j)ᴴ + (c j)ᴴ * c i = if i = j then 1 else 0)
    (hH : H.IsHermitian) (hcomm : ∀ i, c i * H - H * c i = ∑ l, h i l • c l)
    (hψ : H *ᵥ ψ = (E0 : ℂ) • ψ) (hunit : star ψ ⬝ᵥ ψ = 1) (hz : z.im ≠ 0) :
    (z • (1 : Matrix ι ι ℂ) - h) * greensMatrix c H E0 ψ z = 1 ∧
      greensMatrix c H E0 ψ z = (z • (1 : Matrix ι ι ℂ) - h)⁻¹ := by
  have key : (z • (1 : Matrix ι ι ℂ) - h) * greensMatrix c H E0 ψ z = 1 := by
    rw [interacting_equation hcar hH hψ hunit hz h]
    ext i j
    simp [hcomm, correlator]
  exact ⟨key, (Matrix.inv_eq_right_inv key).symm⟩
```

The smallest interesting case is one mode with H = ε c†c, ε real, for which [c,H] = εc. In the empty state E0 = 0 and only the addition term survives; in the occupied state E0 = ε and only the removal term does. Both give G = 1/(z − ε).

The eigenvector equation is needed here. Take the vector ψ = (|0⟩ + |1⟩)/√2, which superposes even and odd particle numbers and so is not a physical state of fermions, but is allowed by the algebra. With E0 = 0 and ε ≠ 0 all the other assumptions hold, but

G = ½ · 1/(z − ε) + ½ · 1/z,
(z − ε) G = 1 − ε/(2z) ≠ 1.

What fails is the resolvent formula with a single energy E0, not the independence of the state. The retarded function defined in time, −i ∫₀^∞ e^{izt} ⟨c(t)c† + c†c(t)⟩ dt with c(t) = e^{iHt} c e^{−iHt} and Im z > 0, is 1/(z − ε) for every unit vector, because c(t) = e^{−iεt} c. These one-mode examples come without a Lean proof.

## (f) Quadratic Hamiltonians

**Task.** Let the c_i also satisfy c_i c_j + c_j c_i = 0. Show that H = Σ_kl h_kl c_k† c_l obeys

[c_i,H] = Σ_l h_il c_l.

**Solution.** Add and subtract c_k† c_i c_l:

[c_i, c_k† c_l] = (c_i c_k† + c_k† c_i) c_l − c_k† (c_i c_l + c_l c_i) = δ_ik c_l.

Multiplying by h_kl and summing leaves only k = i. This is `key` followed by `Finset.sum_eq_single`.

The identity holds for any h; a Hermitian h makes H Hermitian, as (e) requires. A Hückel or fixed Kohn–Sham matrix in a finite orthonormal basis is such an h, so for these non-interacting models G follows from inverting a matrix whose size is the number of spin orbitals. Pairing terms such as c_k c_l are excluded.

```lean
/-- If `c i (c j)† + (c j)† c i = δ_ij` and the `c i` anticommute with each other, the quadratic
Hamiltonian `H = ∑ k l, h k l (c k)† c l` satisfies `c i H - H c i = ∑ l, h i l c l`. -/
theorem quadratic_commutator {c : ι → Matrix n n ℂ}
    (hcar : ∀ i j, c i * (c j)ᴴ + (c j)ᴴ * c i = if i = j then 1 else 0)
    (hanti : ∀ i j, c i * c j + c j * c i = 0) (h : Matrix ι ι ℂ) (i : ι) :
    c i * (∑ k, ∑ l, h k l • ((c k)ᴴ * c l)) - (∑ k, ∑ l, h k l • ((c k)ᴴ * c l)) * c i =
      ∑ l, h i l • c l := by
  have key : ∀ k l, c i * ((c k)ᴴ * c l) - (c k)ᴴ * c l * c i = if i = k then c l else 0 := by
    intro k l
    calc _ = (c i * (c k)ᴴ + (c k)ᴴ * c i) * c l - (c k)ᴴ * (c i * c l + c l * c i) := by
          noncomm_ring
      _ = _ := by
        rw [hcar, hanti]
        split_ifs <;> simp
  simp only [Finset.mul_sum, Finset.sum_mul, mul_smul_comm, smul_mul_assoc,
    ← Finset.sum_sub_distrib, ← smul_sub, key]
  rw [Finset.sum_eq_single i]
  · simp
  · intro k _ hk
    simp [Ne.symm hk]
  · simp
```

## (g) Two modes with hopping

Number the modes 0 and 1, and let |ab⟩ have occupation a in mode 0 and b in mode 1. The minus sign in c_1|11⟩ = −|10⟩ is the fermionic sign.

```lean
/-- Annihilation matrices of two fermionic modes in the basis `|00⟩, |01⟩, |10⟩, |11⟩`. -/
def twoModes : Fin 2 → Matrix (Fin 4) (Fin 4) ℂ :=
  ![!![0, 0, 1, 0; 0, 0, 0, 1; 0, 0, 0, 0; 0, 0, 0, 0],
    !![0, 1, 0, 0; 0, 0, 0, 0; 0, 0, 0, -1; 0, 0, 0, 0]]
```

The level energies are 9 and 16 and the hopping amplitude is 12, in arbitrary units.

```lean
/-- A two-mode Hamiltonian with level energies 9 and 16 and hopping amplitude 12. -/
def twoModeH : Matrix (Fin 4) (Fin 4) ℂ :=
  !![0, 0, 0, 0; 0, 16, 12, 0; 0, 12, 9, 0; 0, 0, 0, 25]
```

**Task.** Show that these matrices satisfy the algebraic assumptions of (e), with

h = ((9, 12), (12, 16)),  ψ = (4/5)|01⟩ + (3/5)|10⟩,  E0 = 25.

**Solution.** For equal indices, c_i† c_i is the occupation of mode i and c_i c_i† is one minus it, so they add to 1. For unequal indices, the only basis state on which c_0 c_1† + c_1† c_0 has nonzero terms is |10⟩, where they are −|01⟩ and +|01⟩. The other mixed relation is the adjoint of this one.

H is real and symmetric. Both sides of the commutator relation vanish on |00⟩. On the other states they give

[c_0,H]: |01⟩ → 12|00⟩, |10⟩ → 9|00⟩, |11⟩ → 9|01⟩ − 12|10⟩,
[c_1,H]: |01⟩ → 16|00⟩, |10⟩ → 12|00⟩, |11⟩ → 12|01⟩ − 16|10⟩,

which are the actions of 9c_0 + 12c_1 and 12c_0 + 16c_1. Finally,

Hψ = (16·4/5 + 12·3/5)|01⟩ + (12·4/5 + 9·3/5)|10⟩ = 20|01⟩ + 15|10⟩ = 25ψ,
⟨ψ, ψ⟩ = 16/25 + 9/25 = 1.

Lean checks the same relations entry by entry, with `fin_cases` running through the indices. Part (e) then applies for every non-real z.

```lean
/-- The two modes, the Hamiltonian with hopping and the one-particle state
`(4/5)|01⟩ + (3/5)|10⟩` at energy 25 meet all the relations assumed for `(z - h) G = 1`. -/
theorem greens_matrix_witness :
    (∀ i j, twoModes i * (twoModes j)ᴴ + (twoModes j)ᴴ * twoModes i =
      if i = j then 1 else 0) ∧
    twoModeH.IsHermitian ∧
    (∀ i, twoModes i * twoModeH - twoModeH * twoModes i =
      ∑ l, (!![9, 12; 12, 16] : Matrix (Fin 2) (Fin 2) ℂ) i l • twoModes l) ∧
    twoModeH *ᵥ ![0, 4 / 5, 3 / 5, 0] = ((25 : ℝ) : ℂ) • ![0, 4 / 5, 3 / 5, 0] ∧
    star (![0, 4 / 5, 3 / 5, 0] : Fin 4 → ℂ) ⬝ᵥ ![0, 4 / 5, 3 / 5, 0] = 1 := by
  refine ⟨?_, ?_, ?_, ?_, ?_⟩
  · intro i j
    ext a b
    -- write the entries as sums before inserting the explicit matrices
    simp only [Matrix.add_apply, Matrix.mul_apply, Matrix.conjTranspose_apply,
      Fin.sum_univ_four]
    fin_cases i <;> fin_cases j <;> fin_cases a <;> fin_cases b <;> simp [twoModes]
  · refine Matrix.IsHermitian.ext fun a b => ?_
    fin_cases a <;> fin_cases b <;> simp [twoModeH]
  · intro i
    fin_cases i <;> ext a b <;> fin_cases a <;> fin_cases b <;>
      simp [twoModes, twoModeH] <;> norm_num
  · ext a
    fin_cases a <;> simp [twoModeH, Matrix.mulVec, dotProduct, Fin.sum_univ_four] <;> norm_num
  · have h3 : (starRingEnd ℂ) 3 = 3 := Complex.ext (by simp) (by simp)
    have h4 : (starRingEnd ℂ) 4 = 4 := Complex.ext (by simp) (by simp)
    have h5 : (starRingEnd ℂ) 5 = 5 := Complex.ext (by simp) (by simp)
    simp [dotProduct, Fin.sum_univ_four, h3, h4, h5]
    norm_num

end

end GreensEquationOfMotion
```

```lean
#print axioms GreensEquationOfMotion.equation_of_motion
-- 'GreensEquationOfMotion.equation_of_motion' depends on axioms: [propext, Classical.choice, Quot.sound]
#print axioms GreensEquationOfMotion.greens_matrix_eq_resolvent
-- 'GreensEquationOfMotion.greens_matrix_eq_resolvent' depends on axioms: [propext, Classical.choice, Quot.sound]
#print axioms GreensEquationOfMotion.quadratic_commutator
-- 'GreensEquationOfMotion.quadratic_commutator' depends on axioms: [propext, Classical.choice, Quot.sound]
```
